# Closure of PAW pair densities in a finite pseudo space, with its leakage term

## Reconstruction map, pair density and leakage

Let \(V\) be a finite-dimensional complex vector space of pseudo states and \(W\) a complex inner-product space of all-electron states. The PAW reconstruction is a linear map \(T : V \to W\). The inner product \(\langle x, y\rangle\) is conjugate-linear in \(x\) and linear in \(y\).

The pseudo states \(b_i\) form a basis of \(V\), and their reconstructions are orthonormal, \(\langle T b_i, T b_j\rangle = \delta_{ij}\). This makes \(T\) injective. If \(V\) also carries an inner product, the orthonormality of the reconstructions is the usual condition \(\langle b_i, S b_j\rangle = \delta_{ij}\) with the overlap operator \(S = T^\dagger T\). The Lean file proves this equivalence for finite-dimensional \(W\). Since \(V\) is finite-dimensional, the adjoint also exists when \(W\) is infinite-dimensional, and the same argument applies.

The map \(U : W \to W\) is a linear isometry. It stands for multiplication by a plane-wave factor such as \(e^{-i(\mathbf q+\mathbf G)\cdot\mathbf r}\), which is unitary because its modulus is one everywhere. For a state \(\psi \in V\) with \(\|T\psi\| = 1\), define

\[
\rho_i = \langle T b_i, U T\psi\rangle, \qquad
L = \|(1-P)\,U T\psi\|^2,
\]

where \(P\) is the orthogonal projection onto the range of \(T\). The number \(\rho_i\) is a pair density at one wave vector. The leakage \(L\) is the weight that the plane-wave factor moves out of the space of reconstructed states.

The core set \(C\) is any subset of the basis labels. It may hold the occupied states, or all bands that a code has computed. Frozen atomic core states are a different matter, taken up at the end.

## The closure relation and a bound with energy denominators

Under these conditions

\[
\sum_{i\notin C} |\rho_i|^2 = 1 - \sum_{i\in C}|\rho_i|^2 - L .
\]

The relation without \(L\) holds exactly when \(U T\psi\) lies in the range of \(T\).

Now give each basis state a real energy \(\varepsilon_i\), and let \(\varepsilon_0\) be a reference energy, normally that of \(\psi\). If \(\varepsilon_i - \varepsilon_0 \ge \Delta > 0\) for every \(i \notin C\), then

\[
\sum_{i\notin C} \frac{|\rho_i|^2}{\varepsilon_i-\varepsilon_0}
\le \frac{1}{\Delta}\Bigl(1 - \sum_{i\in C}|\rho_i|^2 - L\Bigr).
\]

The number \(\Delta\) stands for a gap between the reference level and all states outside \(C\).

## Sums over empty states in GW and RPA codes

The independent-particle polarisability in GW and RPA contains sums over empty states of products of pair densities. Schemes that give the high empty states a common energy denominator use closure for their total weight. In a diagonal element this replaces it, for each occupied state \(\psi\), by one minus the weight of the computed states. The identity shows that this value exceeds the weight of the remaining states in the finite pseudo space by exactly \(L\).

The bound gives a tail estimate. Let \(C\) be the set of computed bands and \(\Delta\) the distance from \(\varepsilon_0\) to the lowest omitted band. The sum of \(|\rho_i|^2/(\varepsilon_i-\varepsilon_0)\) over the omitted bands is then at most the right-hand side. If \(L\) is unknown, leaving it out gives a weaker bound that still holds, since \(L \ge 0\).

The identity also gives a check after a full diagonalisation, when all \(\dim V\) bands are available. The sum of all \(|\rho_i|^2\) should then be \(1 - L\). A value above one, beyond rounding, means that the orthonormality, the normalisation of \(T\psi\) or the isometry of \(U\) has been violated, or that the computed pair densities are not the exact matrix elements \(\rho_i\). A value below one can be genuine leakage.

## From orthonormality to closure

**Overlap.** By the definition of the adjoint, \(\langle b_i, T^\dagger T b_j\rangle = \langle T b_i, T b_j\rangle\), so the two orthonormality conditions are the same.

**Projection.** For \(w \in W\) put \(p = \sum_i \langle T b_i, w\rangle\, T b_i\). This vector lies in the range of \(T\). For each \(j\),

\[
\langle w - p, T b_j\rangle
= \langle w, T b_j\rangle - \sum_i \overline{\langle T b_i, w\rangle}\,\langle T b_i, T b_j\rangle
= \langle w, T b_j\rangle - \overline{\langle T b_j, w\rangle} = 0 .
\]

Any \(v \in V\) is a combination \(v = \sum_j c_j b_j\), so \(\langle w-p, Tv\rangle = \sum_j c_j \langle w-p, T b_j\rangle = 0\). The remainder \(w - p\) is therefore orthogonal to the whole range, and \(p = Pw\).

**Pythagoras.** Orthonormality gives \(\|Pw\|^2 = \sum_i |\langle T b_i, w\rangle|^2\). Since \(w - Pw\) is orthogonal to \(Pw\),

\[
\|w\|^2 = \|Pw\|^2 + \|w-Pw\|^2 = \sum_i |\langle T b_i, w\rangle|^2 + \|w - Pw\|^2 .
\]

**Closure.** Set \(w = U T\psi\). Its norm is \(\|T\psi\| = 1\), so \(1 = \sum_i |\rho_i|^2 + L\). Splitting the sum into \(i \in C\) and \(i \notin C\) gives the identity.

**Vanishing leakage.** The relation without \(L\) is equivalent to \(L = 0\), hence to \(U T\psi = P\,U T\psi\), which says that \(U T\psi\) lies in the range of \(T\).

**Energy denominators.** For \(i \notin C\) we have \(|\rho_i|^2/(\varepsilon_i-\varepsilon_0) \le |\rho_i|^2/\Delta\). Summing over these \(i\) and inserting the identity gives the bound.

**A case with leakage.** Take \(V = \mathbb C\), \(W = \mathbb C^2\) and \(T z = z\,(6/5, 8/5)\), and let \(U\) exchange the two components. The pseudo state \(1/2\) has norm \(1/2\), but its reconstruction \((3/5, 4/5)\) has norm one. With \(\psi = b = 1/2\), the pair density is

\[
\rho = \tfrac35\cdot\tfrac45 + \tfrac45\cdot\tfrac35 = \tfrac{24}{25},
\qquad L = 1 - \tfrac{576}{625} = \tfrac{49}{625}.
\]

Here the basis is complete in \(V\), and the sum of squares still falls short of one.

## The Lean file

```lean
import Mathlib

open Module

namespace PAWPairDensityClosure

noncomputable section

variable {V W ι : Type*} [AddCommGroup V] [Module ℂ V]
  [NormedAddCommGroup W] [InnerProductSpace ℂ W]

/-- The pair density `⟨Tφ, U Tψ⟩` of two pseudo states `φ` and `ψ`, where `T` reconstructs the
all-electron states and `U` is the plane-wave factor. -/
def pairDensity (T : V →ₗ[ℂ] W) (U : W →ₗᵢ[ℂ] W) (φ ψ : V) : ℂ :=
  inner ℂ (T φ) (U (T ψ))

/-- The leakage `‖(1 - P) U Tψ‖²`, where `P` projects orthogonally on the range of `T`. -/
def leakage [FiniteDimensional ℂ V] (T : V →ₗ[ℂ] W) (U : W →ₗᵢ[ℂ] W) (ψ : V) : ℝ :=
  ‖U (T ψ) - (LinearMap.range T).starProjection (U (T ψ))‖ ^ 2

/-- Reconstructed states `T bᵢ` are orthonormal exactly when the pseudo states `bᵢ` are
orthonormal with respect to the overlap operator `S = T†T`. -/
theorem orthonormal_iff_overlap {X Y : Type*} [DecidableEq ι]
    [NormedAddCommGroup X] [InnerProductSpace ℂ X] [FiniteDimensional ℂ X]
    [NormedAddCommGroup Y] [InnerProductSpace ℂ Y] [FiniteDimensional ℂ Y]
    (T : X →ₗ[ℂ] Y) (b : ι → X) :
    Orthonormal ℂ (fun i => T (b i)) ↔
      ∀ i j, inner ℂ (b i) (LinearMap.adjoint T (T (b j))) = if i = j then (1 : ℂ) else 0 := by
  simp only [orthonormal_iff_ite, LinearMap.adjoint_inner_right]

variable [FiniteDimensional ℂ V] [Fintype ι]

/-- If a basis of pseudo states has orthonormal reconstructions, the orthogonal projection of `w` on
the range of `T` is the sum of the vectors `⟨T bᵢ, w⟩ T bᵢ`. -/
theorem projection_eq_sum (T : V →ₗ[ℂ] W) (b : Basis ι ℂ V)
    (hT : Orthonormal ℂ (fun i => T (b i))) (w : W) :
    (LinearMap.range T).starProjection w = ∑ i, inner ℂ (T (b i)) w • T (b i) := by
  apply Submodule.eq_starProjection_of_mem_of_inner_eq_zero
  · exact Submodule.sum_mem _ fun i _ =>
      Submodule.smul_mem _ _ (LinearMap.mem_range_self T (b i))
  · -- the remainder is orthogonal to each reconstructed basis state, hence to the whole range
    have key : ∀ j, inner ℂ (w - ∑ i, inner ℂ (T (b i)) w • T (b i)) (T (b j)) = 0 := by
      intro j
      have h := hT.inner_left_fintype (fun i => inner ℂ (T (b i)) w) j
      rw [inner_sub_left, h, inner_conj_symm, sub_self]
    rintro _ ⟨v, rfl⟩
    rw [← b.sum_repr v, map_sum, inner_sum]
    refine Finset.sum_eq_zero fun j _ => ?_
    rw [map_smul, inner_smul_right, key j, mul_zero]

/-- If a basis of pseudo states has orthonormal reconstructions, the squared norm of any state `w`
is its weight on the reconstructed states plus its weight outside the range of `T`. -/
theorem norm_sq_eq_sum_add (T : V →ₗ[ℂ] W) (b : Basis ι ℂ V)
    (hT : Orthonormal ℂ (fun i => T (b i))) (w : W) :
    ‖w‖ ^ 2 = ∑ i, ‖inner ℂ (T (b i)) w‖ ^ 2
      + ‖w - (LinearMap.range T).starProjection w‖ ^ 2 := by
  -- weight inside the range
  have hP : ‖(LinearMap.range T).starProjection w‖ ^ 2
      = ∑ i, ‖inner ℂ (T (b i)) w‖ ^ 2 := by
    rw [projection_eq_sum T b hT w]
    have h := hT.inner_sum (fun i => inner ℂ (T (b i)) w)
      (fun i => inner ℂ (T (b i)) w) Finset.univ
    rw [inner_self_eq_norm_sq_to_K] at h
    simp only [Complex.conj_mul'] at h
    apply Complex.ofReal_injective
    push_cast
    exact h
  -- Pythagoras
  have h0 : inner ℂ (w - (LinearMap.range T).starProjection w)
      ((LinearMap.range T).starProjection w) = 0 := by
    apply Submodule.starProjection_inner_eq_zero
    rw [projection_eq_sum T b hT w]
    exact Submodule.sum_mem _ fun i _ =>
      Submodule.smul_mem _ _ (LinearMap.mem_range_self T (b i))
  have h1 := norm_add_sq (𝕜 := ℂ) (w - (LinearMap.range T).starProjection w)
    ((LinearMap.range T).starProjection w)
  rw [h0, sub_add_cancel, hP, map_zero] at h1
  linarith

/-- Closure relation for pair densities: for a basis of pseudo states with orthonormal
reconstructions and a normalised `Tψ`, the pair densities outside the core set sum in square to
one minus the core terms minus the leakage. -/
theorem sum_pairDensity_outside_core [DecidableEq ι] (T : V →ₗ[ℂ] W) (U : W →ₗᵢ[ℂ] W)
    (b : Basis ι ℂ V) (hT : Orthonormal ℂ (fun i => T (b i))) (core : Finset ι)
    (ψ : V) (hψ : ‖T ψ‖ = 1) :
    ∑ i ∈ coreᶜ, ‖pairDensity T U (b i) ψ‖ ^ 2
      = 1 - ∑ i ∈ core, ‖pairDensity T U (b i) ψ‖ ^ 2 - leakage T U ψ := by
  have h := norm_sq_eq_sum_add T b hT (U (T ψ))
  rw [U.norm_map, hψ] at h
  have hs := Finset.sum_add_sum_compl core (fun i => ‖pairDensity T U (b i) ψ‖ ^ 2)
  simp only [pairDensity, leakage] at hs ⊢
  linarith

/-- For a basis of pseudo states with orthonormal reconstructions and a normalised `Tψ`, the
closure relation without a leakage term holds exactly when `U Tψ` lies in the range of `T`. -/
theorem closure_without_leakage_iff [DecidableEq ι] (T : V →ₗ[ℂ] W) (U : W →ₗᵢ[ℂ] W)
    (b : Basis ι ℂ V) (hT : Orthonormal ℂ (fun i => T (b i))) (core : Finset ι)
    (ψ : V) (hψ : ‖T ψ‖ = 1) :
    ∑ i ∈ coreᶜ, ‖pairDensity T U (b i) ψ‖ ^ 2
      = 1 - ∑ i ∈ core, ‖pairDensity T U (b i) ψ‖ ^ 2 ↔ U (T ψ) ∈ LinearMap.range T := by
  have hl : leakage T U ψ = 0 ↔ U (T ψ) ∈ LinearMap.range T := by
    rw [← Submodule.starProjection_eq_self_iff, leakage, sq_eq_zero_iff, norm_eq_zero,
      sub_eq_zero, eq_comm]
  rw [sum_pairDensity_outside_core T U b hT core ψ hψ, ← hl]
  constructor <;> intro h <;> linarith

/-- For a basis with orthonormal reconstructions and a normalised `Tψ`: if all states outside the
core set have energies at least `Δ > 0` above `ε₀`, the sum over these states of the squared pair
density divided by `ε i - ε₀` is at most one minus the core terms minus the leakage, all divided by
`Δ`. -/
theorem sum_over_energy_denominators_le [DecidableEq ι] (T : V →ₗ[ℂ] W) (U : W →ₗᵢ[ℂ] W)
    (b : Basis ι ℂ V) (hT : Orthonormal ℂ (fun i => T (b i))) (core : Finset ι)
    (ψ : V) (hψ : ‖T ψ‖ = 1) (ε : ι → ℝ) (ε₀ Δ : ℝ) (hΔ : 0 < Δ)
    (hgap : ∀ i, i ∉ core → Δ ≤ ε i - ε₀) :
    ∑ i ∈ coreᶜ, ‖pairDensity T U (b i) ψ‖ ^ 2 / (ε i - ε₀)
      ≤ (1 - ∑ i ∈ core, ‖pairDensity T U (b i) ψ‖ ^ 2 - leakage T U ψ) / Δ := by
  rw [← sum_pairDensity_outside_core T U b hT core ψ hψ, Finset.sum_div]
  refine Finset.sum_le_sum fun i hi => ?_
  exact div_le_div_of_nonneg_left (sq_nonneg _) hΔ (hgap i (Finset.mem_compl.mp hi))

/-- A reconstruction map from `ℂ` to `ℂ²`, sending `z` to `z (6/5, 8/5)`. -/
def modelT : ℂ →ₗ[ℂ] EuclideanSpace ℂ (Fin 2) :=
  LinearMap.toSpanSingleton ℂ _ !₂[6 / 5, 8 / 5]

/-- The unitary map of `ℂ²` that exchanges the two components. -/
def modelU : EuclideanSpace ℂ (Fin 2) →ₗᵢ[ℂ] EuclideanSpace ℂ (Fin 2) :=
  (LinearIsometryEquiv.piLpCongrLeft 2 ℂ ℂ (Equiv.swap (0 : Fin 2) 1)).toLinearIsometry

/-- The basis of `ℂ` that consists of the single pseudo state `1/2`. -/
def modelBasis : Basis Unit ℂ ℂ :=
  (Basis.singleton Unit ℂ).unitsSMul fun _ => Units.mk0 (1 / 2) (by norm_num)

/-- In the model the pseudo state `1/2` has a normalised reconstruction, its pair density with
itself is `24/25`, and the leakage is `49/625`. -/
theorem model_witness :
    modelBasis () = 1 / 2 ∧ Orthonormal ℂ (fun i => modelT (modelBasis i)) ∧
      pairDensity modelT modelU (1 / 2) (1 / 2) = 24 / 25 ∧
      leakage modelT modelU (1 / 2) = 49 / 625 := by
  have hb : ∀ i, modelBasis i = 1 / 2 := by
    intro i
    simp [modelBasis, Basis.unitsSMul_apply, Units.smul_def]
  have hn : ‖modelT (1 / 2)‖ = 1 := by
    rw [EuclideanSpace.norm_eq, Real.sqrt_eq_one]
    simp [modelT, LinearMap.toSpanSingleton_apply, Fin.sum_univ_two]
    norm_num
  have ho : Orthonormal ℂ (fun i => modelT (modelBasis i)) :=
    ⟨fun i => by simpa only [hb] using hn, fun i j h => (h (Subsingleton.elim i j)).elim⟩
  -- the numerals in the model are real
  have h5 : (starRingEnd ℂ) 5 = 5 := Complex.conj_eq_iff_im.mpr (by simp)
  have h6 : (starRingEnd ℂ) 6 = 6 := Complex.conj_eq_iff_im.mpr (by simp)
  have h8 : (starRingEnd ℂ) 8 = 8 := Complex.conj_eq_iff_im.mpr (by simp)
  have hp : pairDensity modelT modelU (1 / 2) (1 / 2) = 24 / 25 := by
    simp [pairDensity, modelT, modelU, LinearMap.toSpanSingleton_apply, PiLp.inner_apply,
      Fin.sum_univ_two, LinearIsometryEquiv.piLpCongrLeft_apply, Equiv.piCongrLeft']
    norm_num [h5, h6, h8]
  refine ⟨hb (), ho, hp, ?_⟩
  -- the leakage follows from the closure relation with an empty core
  have h := sum_pairDensity_outside_core modelT modelU modelBasis ho ∅ (1 / 2) hn
  have hq : ‖(24 / 25 : ℂ)‖ = 24 / 25 := by norm_num
  simp only [Finset.compl_empty, Finset.sum_empty, Finset.univ_unique, Finset.sum_singleton,
    hb, hp, hq] at h
  linarith

end

end PAWPairDensityClosure
```

```lean
#print axioms PAWPairDensityClosure.orthonormal_iff_overlap
-- 'PAWPairDensityClosure.orthonormal_iff_overlap' depends on axioms: [propext, Classical.choice, Quot.sound]
#print axioms PAWPairDensityClosure.sum_pairDensity_outside_core
-- 'PAWPairDensityClosure.sum_pairDensity_outside_core' depends on axioms: [propext, Classical.choice, Quot.sound]
#print axioms PAWPairDensityClosure.closure_without_leakage_iff
-- 'PAWPairDensityClosure.closure_without_leakage_iff' depends on axioms: [propext, Classical.choice, Quot.sound]
#print axioms PAWPairDensityClosure.sum_over_energy_denominators_le
-- 'PAWPairDensityClosure.sum_over_energy_denominators_le' depends on axioms: [propext, Classical.choice, Quot.sound]
```

## How the Lean objects map to PAW quantities

The map `T : V →ₗ[ℂ] W` is the reconstruction, and `b : Basis ι ℂ V` is the complete set of pseudo states, labelled by a finite type `ι`. The hypothesis `hT` states that the vectors `T (b i)` are orthonormal. The main theorems put no inner product on `V`; only `orthonormal_iff_overlap` needs one, to form the adjoint. They also allow `W` to be infinite-dimensional.

The type `W →ₗᵢ[ℂ] W` contains all linear isometries, so every unitary plane-wave factor is included. The functions `pairDensity` and `leakage` are \(\langle T\varphi, U T\psi\rangle\) and \(L\), with `starProjection` as the orthogonal projection. The core set is `core : Finset ι`, and `coreᶜ` is its complement.

Read in words, `sum_pairDensity_outside_core` says: for every such `T`, `U`, `b` and `core`, and every `ψ` with `‖T ψ‖ = 1`, the squared pair densities outside the core add up to one minus the core terms minus the leakage. The state `ψ` need not be a basis state. The theorem `closure_without_leakage_iff` is the criterion for vanishing leakage, and `sum_over_energy_denominators_le` is the bound. In the bound, `ε` is an arbitrary real function on the labels, and no Hamiltonian connects it to the states.

## Lemmas and tactic steps

`projection_eq_sum` carries out the projection step. It applies the uniqueness of the orthogonal projection, which leaves two goals: the sum lies in the range, and the remainder is orthogonal to the range. The local fact `key` is the computation for a single \(j\), and rewriting with `b.sum_repr` extends it to every \(v\).

`norm_sq_eq_sum_add` is the Pythagoras step. Inside it, `hP` evaluates \(\|Pw\|^2\), `h0` is the orthogonality of the two parts, and `norm_add_sq` expands the squared norm of their sum.

The closure theorem applies this lemma to `U (T ψ)`, uses `U.norm_map` and `hψ` to replace the norm by one, and splits the sum with `Finset.sum_add_sum_compl`. The bound rewrites its right-hand side with the closure theorem and then compares the two sums term by term.

`model_witness` checks the two-component example. It computes the pair density directly and obtains the leakage from the closure theorem with an empty core.

## Where real PAW data can depart from the hypotheses

The theorems concern exact complex numbers and say nothing about rounding. Several features of production calculations also need care.

- **Frozen core states.** The set `core` contains labels of basis states, whose reconstructions lie in the range of \(T\). A frozen atomic core state orthogonal to that range is not among them, and its squared overlap with \(U T\psi\) is part of \(L\).
- **Approximate augmentation.** The pair density here is the full matrix element between reconstructed states. A code that restores the augmentation charge only approximately computes different numbers, for which the identity may fail. With an incomplete partial-wave expansion, the overlap operator of a code can also differ from \(T^\dagger T\), and states that are orthonormal with respect to it need not have orthonormal reconstructions.
- **Truncated products.** If the product with the plane wave is cut back to a smaller basis, norm can be lost and the truncated map need not be an isometry.
- **Crystal momentum.** One map \(T\) serves both states of a pair. When \(\psi\) and \(U T\psi\) belong to different k-points, \(V\) should contain pseudo states of both. With those of \(\psi\)'s k-point alone, every pair density vanishes and \(L = 1\).
- **One wave vector at a time.** Only squared moduli appear, so products of pair densities at different \(\mathbf G\), which form the off-diagonal elements of the polarisability matrix, are not treated.

The size of \(L\) is not estimated in general. It depends on how well the finite pseudo space can represent the product of a plane wave and a reconstructed state.
